# Once a field along the spin-orbit axis closes the gap of a model Majorana nanowire, no stronger field reopens it

Anyone who simulates a Majorana nanowire with the field along the spin-orbit axis and sees the gap close may keep raising the field, waiting for the reopened gap of a topological phase. In the clean, infinite, one-band continuum model below, with fixed pairing, that gap never comes, and when the chemical potential is not below the band bottom the closing happens exactly where the Zeeman energy equals the pairing.

```lean
import Mathlib

open Matrix
open scoped Kronecker

namespace MajoranaWireParallelField

noncomputable section

/-- The Pauli matrix `z`, which is real. -/
def pauliZ : Matrix (Fin 2) (Fin 2) ℝ := !![1, 0; 0, -1]

/-- The Pauli matrix `x`, which is real. -/
def pauliX : Matrix (Fin 2) (Fin 2) ℝ := !![0, 1; 1, 0]

/-- The Hamiltonian `(k² - mu) τ_z + a k σ_z τ_z + V σ_z + D τ_x` of a superconducting wire
with the field along the spin-orbit axis. The first tensor factor is particle-hole space (`τ`),
the second is spin (`σ`). -/
def wire (mu a V D k : ℝ) : Matrix (Fin 2 × Fin 2) (Fin 2 × Fin 2) ℝ :=
  (k ^ 2 - mu) • (pauliZ ⊗ₖ (1 : Matrix (Fin 2) (Fin 2) ℝ))
    + (a * k) • (pauliZ ⊗ₖ pauliZ)
    + V • ((1 : Matrix (Fin 2) (Fin 2) ℝ) ⊗ₖ pauliZ)
    + D • (pauliX ⊗ₖ (1 : Matrix (Fin 2) (Fin 2) ℝ))

/-- The particle-hole block `(k² - mu + s a k) τ_z + s V + D τ_x` for spin projection `s`. -/
def spinBlock (mu a V D k s : ℝ) : Matrix (Fin 2) (Fin 2) ℝ :=
  !![k ^ 2 - mu + s * a * k + s * V, D; D, -(k ^ 2 - mu + s * a * k) + s * V]

/-- The Hamiltonian splits into one particle-hole block for each spin projection `1` and `-1`
along the spin-orbit axis. -/
theorem wire_eq_blockDiagonal (mu a V D k : ℝ) :
    wire mu a V D k =
      Matrix.blockDiagonal (fun i : Fin 2 => spinBlock mu a V D k (![1, -1] i)) := by
  ext ⟨i, s⟩ ⟨j, t⟩
  fin_cases i <;> fin_cases j <;> fin_cases s <;> fin_cases t <;>
    simp [wire, spinBlock, pauliZ, pauliX, Matrix.blockDiagonal_apply,
      Matrix.kroneckerMap_apply] <;> ring

/-- The secular determinant at energy `E` is the product of one quadratic factor in `E` for each
spin projection. -/
theorem det_wire_sub (mu a V D k E : ℝ) :
    (wire mu a V D k - E • (1 : Matrix (Fin 2 × Fin 2) (Fin 2 × Fin 2) ℝ)).det =
      ((E - V) ^ 2 - (k ^ 2 - mu + a * k) ^ 2 - D ^ 2)
        * ((E + V) ^ 2 - (k ^ 2 - mu - a * k) ^ 2 - D ^ 2) := by
  have h1 : E • (1 : Matrix (Fin 2 × Fin 2) (Fin 2 × Fin 2) ℝ) =
      Matrix.blockDiagonal (fun _ : Fin 2 => E • (1 : Matrix (Fin 2) (Fin 2) ℝ)) := by
    ext ⟨i, s⟩ ⟨j, t⟩
    fin_cases i <;> fin_cases j <;> fin_cases s <;> fin_cases t <;>
      simp [Matrix.blockDiagonal_apply]
  rw [wire_eq_blockDiagonal, h1, ← Matrix.blockDiagonal_sub, Matrix.det_blockDiagonal,
    Fin.prod_univ_two]
  simp [spinBlock, Matrix.det_fin_two]
  ring

/-- At momentum `k` the Hamiltonian is singular exactly when `V²` equals `D²` plus the squared
kinetic energy of one of the two spin projections, spin-orbit term included and measured from the
chemical potential `mu`. -/
theorem det_wire_eq_zero_iff (mu a V D k : ℝ) :
    (wire mu a V D k).det = 0 ↔
      V ^ 2 = D ^ 2 + (k ^ 2 - mu + a * k) ^ 2 ∨
        V ^ 2 = D ^ 2 + (k ^ 2 - mu - a * k) ^ 2 := by
  have h := det_wire_sub mu a V D k 0
  rw [zero_smul, sub_zero] at h
  rw [h, mul_eq_zero]
  constructor
  · rintro (h | h)
    · left; linear_combination h
    · right; linear_combination h
  · rintro (h | h)
    · left; linear_combination h
    · right; linear_combination h

/-- The spin-orbit shifted parabola `k² - mu + a k` takes every value `c` that is not below its
minimum `-(mu + a²/4)`. -/
theorem exists_momentum (mu a c : ℝ) (hc : -(mu + a ^ 2 / 4) ≤ c) :
    ∃ k : ℝ, k ^ 2 - mu + a * k = c := by
  have hs : Real.sqrt (c + mu + a ^ 2 / 4) ^ 2 = c + mu + a ^ 2 / 4 :=
    Real.sq_sqrt (by linarith)
  exact ⟨-a / 2 + Real.sqrt (c + mu + a ^ 2 / 4), by linear_combination hs⟩

/-- For any chemical potential, the Hamiltonian is singular at some momentum exactly when `V²` is at
least `D²` plus the square of the band-bottom energy `-(mu + a²/4)`, measured from the chemical
potential and counted only if it is positive. -/
theorem gapless_iff (mu a V D : ℝ) :
    (∃ k : ℝ, (wire mu a V D k).det = 0) ↔
      D ^ 2 + (max 0 (-(mu + a ^ 2 / 4))) ^ 2 ≤ V ^ 2 := by
  constructor
  · rintro ⟨k, hk⟩
    -- the square of a number not below `-(mu + a²/4)` is at least that of `max 0 (-(mu + a²/4))`
    have key : ∀ x : ℝ, -(mu + a ^ 2 / 4) ≤ x →
        (max 0 (-(mu + a ^ 2 / 4))) ^ 2 ≤ x ^ 2 := by
      intro x hx
      rcases le_total (-(mu + a ^ 2 / 4)) 0 with hm | hm
      · rw [max_eq_left hm]
        nlinarith [sq_nonneg x]
      · rw [max_eq_right hm]
        exact pow_le_pow_left₀ hm hx 2
    rcases (det_wire_eq_zero_iff mu a V D k).mp hk with h | h
    · have := key (k ^ 2 - mu + a * k) (by nlinarith [sq_nonneg (k + a / 2)])
      linarith
    · have := key (k ^ 2 - mu - a * k) (by nlinarith [sq_nonneg (k - a / 2)])
      linarith
  · intro h
    -- choose a momentum at which `k² - mu + a k` is the square root of `V² - D²`
    have hle : max 0 (-(mu + a ^ 2 / 4)) ≤ Real.sqrt (V ^ 2 - D ^ 2) :=
      Real.le_sqrt_of_sq_le (by linarith)
    have hs : Real.sqrt (V ^ 2 - D ^ 2) ^ 2 = V ^ 2 - D ^ 2 :=
      Real.sq_sqrt (by nlinarith [sq_nonneg (max 0 (-(mu + a ^ 2 / 4)))])
    obtain ⟨k, hk⟩ := exists_momentum mu a _ ((le_max_right _ _).trans hle)
    refine ⟨k, (det_wire_eq_zero_iff mu a V D k).mpr (Or.inl ?_)⟩
    rw [hk, hs]
    ring

/-- If the chemical potential is not below the band bottom, `mu ≥ -a²/4`, the Hamiltonian is
singular at some momentum exactly when the field is at least as large as the pairing,
`|V| ≥ |D|`. -/
theorem gapless_iff_abs_le (mu a V D : ℝ) (hmu : -a ^ 2 / 4 ≤ mu) :
    (∃ k : ℝ, (wire mu a V D k).det = 0) ↔ |D| ≤ |V| := by
  have hm : -(mu + a ^ 2 / 4) ≤ 0 := by linarith
  rw [gapless_iff, max_eq_left hm, ← sq_le_sq]
  norm_num

/-- Every energy level `E` of the wire, at any momentum, satisfies `|E| ≥ |D| - |V|`. -/
theorem level_bound (mu a V D k E : ℝ)
    (hE : (wire mu a V D k - E • (1 : Matrix (Fin 2 × Fin 2) (Fin 2 × Fin 2) ℝ)).det = 0) :
    |D| - |V| ≤ |E| := by
  rw [det_wire_sub, mul_eq_zero] at hE
  rcases hE with h | h
  · have h1 : |D| ≤ |E - V| :=
      sq_le_sq.mp (by linarith [sq_nonneg (k ^ 2 - mu + a * k)])
    have h2 : |E - V| ≤ |E| + |V| := by
      rw [abs_le]
      constructor <;> linarith [neg_abs_le E, le_abs_self E, neg_abs_le V, le_abs_self V]
    linarith
  · have h1 : |D| ≤ |E + V| :=
      sq_le_sq.mp (by linarith [sq_nonneg (k ^ 2 - mu - a * k)])
    have h2 : |E + V| ≤ |E| + |V| := by
      rw [abs_le]
      constructor <;> linarith [neg_abs_le E, le_abs_self E, neg_abs_le V, le_abs_self V]
    linarith

/-- For `mu ≥ -a²/4` and `|V| ≤ |D|`, the smallest absolute value of an energy level over all
momenta is `|D| - |V|`. -/
theorem gap_eq (mu a V D : ℝ) (hmu : -a ^ 2 / 4 ≤ mu) (hV : |V| ≤ |D|) :
    IsLeast {e : ℝ | ∃ k E : ℝ,
      (wire mu a V D k - E • (1 : Matrix (Fin 2 × Fin 2) (Fin 2 × Fin 2) ℝ)).det = 0
        ∧ e = |E|} (|D| - |V|) := by
  constructor
  · have habs : |D| - |V| = |(|D| - |V|)| := (abs_of_nonneg (by linarith)).symm
    -- the level is reached where the favoured spin's kinetic energy, measured from `mu`, vanishes
    rcases le_total 0 V with h | h
    · obtain ⟨k, hk⟩ := exists_momentum mu (-a) 0 (by linarith [neg_sq a])
      refine ⟨k, |D| - |V|, ?_, habs⟩
      have hk' : k ^ 2 - mu - a * k = 0 := by linear_combination hk
      rw [det_wire_sub, hk', abs_of_nonneg h, mul_eq_zero]
      right
      linear_combination sq_abs D
    · obtain ⟨k, hk⟩ := exists_momentum mu a 0 (by linarith)
      refine ⟨k, |D| - |V|, ?_, habs⟩
      rw [det_wire_sub, hk, abs_of_nonpos h, mul_eq_zero]
      left
      linear_combination sq_abs D
  · rintro e ⟨k, E, hE, rfl⟩
    exact level_bound mu a V D k E hE

end

end MajoranaWireParallelField
```

```lean
#print axioms MajoranaWireParallelField.wire_eq_blockDiagonal
#print axioms MajoranaWireParallelField.gapless_iff_abs_le
#print axioms MajoranaWireParallelField.gap_eq
```

```
'MajoranaWireParallelField.wire_eq_blockDiagonal' depends on axioms: [propext, Classical.choice, Quot.sound]
'MajoranaWireParallelField.gapless_iff_abs_le' depends on axioms: [propext, Classical.choice, Quot.sound]
'MajoranaWireParallelField.gap_eq' depends on axioms: [propext, Classical.choice, Quot.sound]
```

## The criterion for a zero-energy level

The Hamiltonian at momentum $k$ is the $4\times4$ matrix

$$H(k) = (k^2-\mu)\,\tau_z + a k\,\sigma_z\tau_z + V\sigma_z + D\,\tau_x ,$$

where $\tau$ acts on particle-hole space and $\sigma$ on spin. The parameters are the chemical potential $\mu$, the spin-orbit strength $a$, the Zeeman energy $V$, which is half the splitting between the two spins, and the pairing $D$. The gap counts as closed when $H(k)$ is singular, that is, has a level at zero energy, for some real $k$.

The general statement, `gapless_iff`, holds for all real parameters: the gap is closed if and only if

$$D^2 + \max\!\big(0,\,-(\mu+a^2/4)\big)^2 \le V^2 .$$

The left side does not contain $V$. If the inequality holds at one field, it therefore holds at every field of larger magnitude, which is the absence of reopening.

For $\mu \ge -a^2/4$ the maximum is zero, and `gapless_iff_abs_le` gives the condition $|D|\le|V|$. For $D>0$ this reads $|V|\ge D$. The hypothesis on $\mu$ matters: for any $\mu<-a^2/4$, the choice $V=D$ satisfies $|D|\le|V|$ but violates the general criterion, so there is no zero-energy level.

Under the same hypothesis, `gap_eq` gives the size of the gap before it closes: if $|V|\le|D|$, the smallest $|E|$ over all levels and all momenta is $|D|-|V|$. The gap shrinks linearly with the field and reaches zero at $|V|=|D|$.

## The wire that the matrix describes

In `wire` the first Kronecker factor is particle-hole space and the second is spin, so a basis state is a pair in `Fin 2 × Fin 2`. All the Pauli matrices that occur are real, and real matrices suffice. Units are chosen so that the kinetic energy is $k^2$. A level is a real number $E$ with $\det(H(k)-E)=0$; since $H(k)$ is real and symmetric, all its eigenvalues are of this kind.

The pairing $D$ stands for superconductivity induced by a neighbouring superconductor. It is a given constant, neither computed self-consistently nor weakened by the field. The field enters only through the Zeeman term, without orbital effects. Momentum runs over the whole real line, so the wire is infinite and uniform; the theorems say nothing about end states, disorder or several subbands. The kinetic energy has no upper bound here. On a lattice it has one, and a sufficiently strong field then does open a gap, a trivial one with one spin full and the other empty.

For numerical work on this non-interacting continuum model, the criterion is a check on momentum sampling. Beyond closing, the zero-energy levels sit at isolated momenta, and a grid that steps over all of them shows a false gap, whose size depends on the grid.

## Conserved spin splits the problem in two

Every term of $H(k)$ commutes with $\sigma_z$. For spin $s=\pm1$, write the kinetic energy measured from the chemical potential, spin-orbit term included, as

$$\xi_s(k) = k^2-\mu+s a k .$$

The corresponding particle-hole block is

$$\begin{pmatrix} \xi_s + sV & D\\ D & -\xi_s+sV\end{pmatrix}.$$

The field only shifts this block by the constant $sV$. It does not mix the spins, so it cannot open a gap where levels of opposite spin cross.

The lemma `wire_eq_blockDiagonal` proves the splitting by comparing all matrix entries: `fin_cases` runs through the indices, and `simp` and `ring` settle each equality.

Subtracting $E$ and taking the determinant of one block gives

$$(\xi_s+sV-E)(-\xi_s+sV-E)-D^2 = (E-sV)^2-\xi_s^2-D^2 .$$

The full determinant is the product of the two factors with $s=1$ and $s=-1$, which is `det_wire_sub`. Its proof writes $E$ times the identity as a block-diagonal matrix too, then uses `Matrix.det_blockDiagonal` and the formula for a $2\times2$ determinant. Equivalently, the levels are $E = sV \pm\sqrt{\xi_s^2+D^2}$.

At $E=0$ the product vanishes exactly when

$$V^2 = D^2+\xi_s(k)^2$$

for one of the spins. This is `det_wire_eq_zero_iff`.

## Which fields can meet the condition

Completing the square gives

$$\xi_s(k) = \Big(k+\frac{sa}{2}\Big)^2-\Big(\mu+\frac{a^2}{4}\Big).$$

Hence $\xi_s$ is never below $m=-(\mu+a^2/4)$, and it takes every value $c\ge m$. For $s=1$, a suitable momentum is $k=-a/2+\sqrt{c+\mu+a^2/4}$, the one supplied by `exists_momentum`.

Suppose first that there is a zero-energy level. If $m\le0$, then $\xi_s^2\ge0=\max(0,m)^2$. If $m\ge0$, then $\xi_s\ge m\ge0$, and squaring gives $\xi_s^2\ge m^2$. In both cases $V^2=D^2+\xi_s^2\ge D^2+\max(0,m)^2$. In `gapless_iff` this case distinction is the auxiliary statement `key`, and `nlinarith` supplies the lower bound on $\xi_s$ from the completed square.

Conversely, suppose that $D^2+\max(0,m)^2\le V^2$. Then $c=\sqrt{V^2-D^2}$ is a real number with $c\ge\max(0,m)\ge m$, so some $k$ has $\xi_1(k)=c$. At that momentum $D^2+\xi_1^2=V^2$, and $H(k)$ is singular. The Lean proof makes the same choice, and needs only the spin $s=1$.

When $\mu\ge-a^2/4$ we have $m\le0$, and the criterion becomes $D^2\le V^2$. The lemma `sq_le_sq` turns this into $|D|\le|V|$.

## The size of the gap before closing

Let $E$ be a level at any momentum. One of the two determinant factors vanishes, so $(E-sV)^2=D^2+\xi_s^2\ge D^2$ for some $s$. Taking square roots and using the triangle inequality,

$$|D|\le|E-sV|\le|E|+|V| .$$

This is `level_bound`, which holds for every $\mu$; its two cases are the two spins.

To reach equality when $\mu\ge-a^2/4$ and $|V|\le|D|$, take $s=-1$ if $V\ge0$ and $s=1$ if $V\le0$, so that $sV=-|V|$. Since $m\le0$, there is a momentum with $\xi_s(k)=0$. There the block has the level $E=sV+|D|=|D|-|V|$, which is non-negative and so equals its own absolute value.

In `gap_eq`, `IsLeast` asks for both parts: that the value belongs to the set of all $|E|$, and that nothing in the set is smaller. The first part uses `exists_momentum` with $c=0$, with $-a$ in place of $a$ for spin $-1$; the second is `level_bound`.

## No spin-orbit coupling and zero chemical potential

With $a=0$ and $\mu=0$, both spins have $\xi_s=k^2$, and the condition for a zero-energy level is $V^2=D^2+k^4$. There is no solution for $|V|<|D|$. At $|V|=|D|$ the only solution is $k=0$, and for larger fields the solutions are

$$k=\pm(V^2-D^2)^{1/4}.$$

As the field grows, the two zeros move apart along the momentum axis and never disappear.
